# In the ligand-field model of an octahedral d⁸ ion with fixed Racah parameter B, the gap between the first two spin-allowed bands grows with the ligand splitting towards 12B

## Levels, parameters and the zero of energy

Let D be the octahedral ligand splitting (often written Δ or 10Dq) and B the Racah parameter, which measures electron repulsion within the d shell. Both are positive and carry the same energy unit. Only the triplet levels are considered, so the Racah parameter C does not enter.

The free ion has two triplet terms, ³F and ³P, with ³P lying 15B above ³F. The octahedral field splits ³F into ³A₂, ³T₂ and ³T₁, and turns ³P into a second ³T₁. Measured from the barycentre of ³F, the first two levels are

E(³A₂) = −6D/5,  E(³T₂) = −D/5.

The two ³T₁ states mix. In the basis (³F parent, ³P parent), with rows separated by a semicolon, their block is

( 3D/5, 2D/5 ; 2D/5, 15B ).

The ground level is ³A₂. The first band, ³A₂ → ³T₂, lies at ν₁ = D. The second, at ν₂, ends on the lower ³T₁ level. Their gap e(D) = ν₂ − ν₁ is therefore the lower eigenvalue of the ³T₁ block measured from ³T₂:

M = ( 4D/5, 2D/5 ; 2D/5, D/5 + 15B ).

For fixed B > 0, the function e is strictly increasing on D > 0, satisfies 0 < e(D) < 12B, and tends to 12B as D → ∞.

## The gap from the secular equation

Expanding det(M − x) = 0, the terms 4D²/25 cancel and leave

x² − (D + 15B)x + 12BD = 0.

The discriminant is

(D + 15B)² − 48BD = D² − 18BD + 225B² = (D − 9B)² + (12B)².

Call its positive square root S. The lower root is

e = (D + 15B − S)/2.

Three comparisons with S give three bounds:

- S² = (D + 15B)² − 48BD < (D + 15B)², so S < D + 15B and e > 0.
- S² > (D − 9B)², so S > D − 9B and e < 12B.
- S² − (15B − 3D/5)² = 16D²/25 > 0, so S > 15B − 3D/5 and e < 4D/5.

The last bound reflects level repulsion: with mixing, the lower level lies below both diagonal entries of M, and so below the energy 4D/5 of the ³F parent.

For monotonicity, take 0 < D₁ < D₂ and write e₁ = e(D₁), e₂ = e(D₂). Subtracting the two secular equations and collecting terms gives

(e₂ − e₁)(D₂ + 15B − e₁ − e₂) = (D₂ − D₁)(12B − e₁).

The right side is positive because e₁ < 12B. Since also e₂ < 4D₂/5, the second factor on the left exceeds D₂/5 + 3B and is positive. Hence e₂ > e₁.

For the limit, rearrange the secular equation as

(12B − e)D = e(15B − e).

The right side is at most (15B/2)² = 225B²/4, which is less than 60B². Thus

0 < 12B − e < 60B²/D,

and the difference vanishes as D → ∞.

The limiting value has a simple reading. In the strong-field limit ³T₂ and the lower ³T₁ belong to the same configuration, with five electrons in the three lower d orbitals and three in the two upper ones, so the ligand field shifts them equally and only electron repulsion separates them.

The secular equation is linear in B. Setting D = ν₁ and e = ν₂ − ν₁ and solving for B gives

B = (ν₂ − ν₁)(2ν₁ − ν₂)/(27ν₁ − 15ν₂).

The denominator equals 12D − 15e, which is positive because e < 4D/5. Within this two-parameter model without spin–orbit coupling, two band positions thus determine both D and B.

## The ligand-field levels in Lean

```lean
import Mathlib

open Matrix Filter Topology

namespace OctahedralD8

noncomputable section
```

The level energies are real functions of the splitting, with the ³F barycentre as zero.

```lean
/-- Energy of the `³A₂` level of octahedral d⁸ at ligand splitting `D`, relative to the
barycentre of the `³F` term. -/
def energyA2 (D : ℝ) : ℝ := -(6 * D / 5)

/-- Energy of the `³T₂` level of octahedral d⁸ at ligand splitting `D`, relative to the
barycentre of the `³F` term. -/
def energyT2 (D : ℝ) : ℝ := -(D / 5)
```

The ³T₁ block is a real 2×2 matrix. Index 0 is the ³F parent and index 1 the ³P parent.

```lean
/-- The `³T₁` block in the basis of the parents `³F` and `³P`, which lie `15B` apart in the
free ion and are mixed by the ligand field. -/
def t1Block (B D : ℝ) : Matrix (Fin 2) (Fin 2) ℝ :=
  !![3 * D / 5, 2 * D / 5; 2 * D / 5, 15 * B]
```

These entries are postulated. The term separation 15B stands for the Coulomb repulsion within the d shell, and the multiples of D stand for the angular matrix elements of the octahedral potential; neither is derived here from d orbitals. The model also omits spin–orbit coupling and distortions of the octahedron, and it holds B fixed while D varies, whereas a change of ligand generally alters both. In a complex, B is an effective parameter, usually smaller than its free-ion value, so 15B is then not the actual separation of the terms in the free ion.

Subtracting the ³T₂ energy times the identity matrix moves the zero of energy to ³T₂.

```lean
/-- The `³T₁` block with energies measured from the `³T₂` level. -/
def gapMatrix (B D : ℝ) : Matrix (Fin 2) (Fin 2) ℝ :=
  t1Block B D - energyT2 D • (1 : Matrix (Fin 2) (Fin 2) ℝ)
```

## Eigenvalues and the meaning of the gap

An energy level is defined by the eigenvalue equation itself: some nonzero vector `v` satisfies `M *ᵥ v = x • v`, where `*ᵥ` is the matrix acting on a vector.

```lean
/-- `x` is an energy level of the two-state Hamiltonian `M`: it has a nonzero eigenvector. -/
def IsLevel (M : Matrix (Fin 2) (Fin 2) ℝ) (x : ℝ) : Prop :=
  ∃ v : Fin 2 → ℝ, v ≠ 0 ∧ M *ᵥ v = x • v
```

The gap is then the least such level. `IsLeast` requires that `e` be a level and that no level lie below it.

```lean
/-- `e` is the energy of the lower `³T₁` level measured from `³T₂`. For `B, D > 0` this is the gap
between the first two spin-allowed bands. -/
def IsBandGap (B D e : ℝ) : Prop :=
  IsLeast {x : ℝ | IsLevel (gapMatrix B D) x} e
```

The closed form is a separate definition, so its agreement with the spectral definition has to be proved.

```lean
/-- Closed form for the lower root of the secular equation. -/
def bandGap (B D : ℝ) : ℝ :=
  (D + 15 * B - Real.sqrt ((D - 9 * B) ^ 2 + (12 * B) ^ 2)) / 2
```

The next theorem computes the shifted matrix entry by entry and recovers M.

```lean
/-- The `³T₁` block measured from `³T₂`, written out. -/
theorem gapMatrix_eq (B D : ℝ) :
    gapMatrix B D = !![4 * D / 5, 2 * D / 5; 2 * D / 5, D / 5 + 15 * B] := by
  ext i j
  fin_cases i <;> fin_cases j <;> simp [gapMatrix, t1Block, energyT2] <;> ring
```

## From eigenvectors to the lower root

The theorem `isLevel_iff` replaces the determinant condition by a direct argument. Given an eigenvector, `h0` and `h1` are the two rows of the eigenvalue equation. Suitable combinations of them eliminate one component at a time and show that the secular polynomial times each component is zero. If the polynomial were nonzero, both components would vanish, contrary to `v ≠ 0`.

Conversely, for a root x the vector (2D/5, x − 4D/5) is an eigenvector. Its first component is nonzero because D > 0. The first row holds identically, and the second is the secular equation.

```lean
/-- Secular equation: for `D > 0` the levels are exactly the roots of
`x² - (D + 15B) x + 12BD`. -/
theorem isLevel_iff {B D x : ℝ} (hD : 0 < D) :
    IsLevel (gapMatrix B D) x ↔ x ^ 2 - (D + 15 * B) * x + 12 * B * D = 0 := by
  constructor
  · rintro ⟨v, hv, h⟩
    have h0 : 4 * D / 5 * v 0 + 2 * D / 5 * v 1 = x * v 0 := by
      simpa [gapMatrix_eq, Matrix.mulVec, dotProduct, Fin.sum_univ_two] using congrFun h 0
    have h1 : 2 * D / 5 * v 0 + (D / 5 + 15 * B) * v 1 = x * v 1 := by
      simpa [gapMatrix_eq, Matrix.mulVec, dotProduct, Fin.sum_univ_two] using congrFun h 1
    by_contra hp
    -- the secular polynomial annihilates both components of the eigenvector
    have k0 : (x ^ 2 - (D + 15 * B) * x + 12 * B * D) * v 0 = 0 := by
      linear_combination (D / 5 + 15 * B - x) * h0 - (2 * D / 5) * h1
    have k1 : (x ^ 2 - (D + 15 * B) * x + 12 * B * D) * v 1 = 0 := by
      linear_combination (4 * D / 5 - x) * h1 - (2 * D / 5) * h0
    exact hv (funext (Fin.forall_fin_two.mpr
      ⟨(mul_eq_zero.mp k0).resolve_left hp, (mul_eq_zero.mp k1).resolve_left hp⟩))
  · intro hp
    refine ⟨![2 * D / 5, x - 4 * D / 5], fun h => ?_, ?_⟩
    · have h0 : 2 * D / 5 = 0 := by simpa using congrFun h 0
      linarith
    · ext i
      fin_cases i
      · simp [gapMatrix_eq, Matrix.mulVec, dotProduct, Fin.sum_univ_two]
        ring
      · simp [gapMatrix_eq, Matrix.mulVec, dotProduct, Fin.sum_univ_two]
        linear_combination (-1 : ℝ) * hp
```

To show that `bandGap` is a level, the proof substitutes it into the secular equation and uses S² = (D − 9B)² + (12B)². To show that it is the least, it completes the square: any level x satisfies (2x − (D + 15B))² = S², so 2x − (D + 15B) ≥ −S. This also establishes that a gap exists for every D > 0.

```lean
/-- For `D > 0` the closed form is the energy of the lower `³T₁` level measured from `³T₂`. -/
theorem isBandGap_bandGap {B D : ℝ} (hD : 0 < D) : IsBandGap B D (bandGap B D) := by
  constructor
  · refine (isLevel_iff hD).mpr ?_
    have hs := Real.sq_sqrt (show 0 ≤ (D - 9 * B) ^ 2 + (12 * B) ^ 2 by positivity)
    unfold bandGap
    linear_combination (1 / 4 : ℝ) * hs
  · intro x hx
    have hp := (isLevel_iff hD).mp hx
    have h : (2 * x - (D + 15 * B)) ^ 2 = (D - 9 * B) ^ 2 + (12 * B) ^ 2 := by
      linear_combination 4 * hp
    have h2 := (abs_le.mp (Real.abs_le_sqrt (le_of_eq h))).1
    unfold bandGap
    linarith
```

## Bounds, growth and saturation

A set has at most one least element, so any `e` satisfying `IsBandGap B D e` equals the closed form. The steps `h1`, `h2` and `h3` are the three comparisons with S, in the order used above.

```lean
/-- For `B, D > 0` the gap is positive and lies below both `12B` and `4D/5`. -/
theorem gap_bounds {B D e : ℝ} (hB : 0 < B) (hD : 0 < D) (he : IsBandGap B D e) :
    0 < e ∧ e < 12 * B ∧ e < 4 * D / 5 := by
  have heq : e = bandGap B D := he.unique (isBandGap_bandGap hD)
  have hBD := mul_pos hB hD
  have hB2 := mul_pos hB hB
  have hD2 := mul_pos hD hD
  -- three comparisons of the square root with linear expressions
  have h1 : Real.sqrt ((D - 9 * B) ^ 2 + (12 * B) ^ 2) < D + 15 * B :=
    (Real.sqrt_lt' (by linarith)).mpr (by nlinarith)
  have h2 : D - 9 * B < Real.sqrt ((D - 9 * B) ^ 2 + (12 * B) ^ 2) :=
    Real.lt_sqrt_of_sq_lt (by nlinarith)
  have h3 : 15 * B - 3 * D / 5 < Real.sqrt ((D - 9 * B) ^ 2 + (12 * B) ^ 2) :=
    Real.lt_sqrt_of_sq_lt (by nlinarith)
  rw [heq]
  unfold bandGap
  refine ⟨?_, ?_, ?_⟩ <;> linarith
```

The main theorem concerns any function `e` that gives the gap at each positive D; its values elsewhere are unrestricted. `StrictMonoOn e (Set.Ioi 0)` says that it is strictly increasing on the positive half-line, and the `Tendsto` statement is the limit D → ∞.

Monotonicity is proved by contradiction. If e(D₂) ≤ e(D₁), then `q₁` is a nonnegative product and `q₂` a positive one, while the subtracted secular equations `p₁` and `p₂` force their sum to be zero. The limit is a squeeze between 12B − 60B²/D and 12B. The square of 15B − 2e supplied to `nlinarith` encodes the maximum of e(15B − e).

```lean
/-- For `B > 0`, the gap between the first two spin-allowed bands of octahedral d⁸ grows
strictly with the ligand splitting `D > 0`, stays between `0` and `12B`, and tends to `12B`
as `D` grows. -/
theorem gap_saturates {B : ℝ} (hB : 0 < B) (e : ℝ → ℝ)
    (he : ∀ D, 0 < D → IsBandGap B D (e D)) :
    StrictMonoOn e (Set.Ioi 0) ∧ (∀ D, 0 < D → 0 < e D ∧ e D < 12 * B) ∧
      Tendsto e atTop (𝓝 (12 * B)) := by
  refine ⟨?_, fun D hD => ?_, ?_⟩
  · intro D₁ hD₁ D₂ hD₂ hlt
    have p₁ := (isLevel_iff hD₁).mp (he D₁ hD₁).1
    have p₂ := (isLevel_iff hD₂).mp (he D₂ hD₂).1
    obtain ⟨-, b₁, -⟩ := gap_bounds hB hD₁ (he D₁ hD₁)
    obtain ⟨-, b₂, c₂⟩ := gap_bounds hB hD₂ (he D₂ hD₂)
    have hD₂' : 0 < D₂ := hD₂
    by_contra hcon
    have hle : e D₂ ≤ e D₁ := not_lt.mp hcon
    -- the difference of the secular equations would have the wrong sign
    have q₁ : 0 ≤ (e D₁ - e D₂) * (D₂ + 15 * B - e D₁ - e D₂) :=
      mul_nonneg (by linarith) (by linarith)
    have q₂ : 0 < (D₂ - D₁) * (12 * B - e D₁) := mul_pos (by linarith) (by linarith)
    nlinarith
  · obtain ⟨h0, h1, -⟩ := gap_bounds hB hD (he D hD)
    exact ⟨h0, h1⟩
  · have h0 : Tendsto (fun D : ℝ => 60 * B ^ 2 / D) atTop (𝓝 0) :=
      tendsto_const_nhds.div_atTop tendsto_id
    have hl := h0.const_sub (12 * B)
    rw [sub_zero] at hl
    -- squeeze between 12B - 60B²/D and 12B
    refine tendsto_of_tendsto_of_tendsto_of_le_of_le' hl tendsto_const_nhds ?_ ?_
    · filter_upwards [eventually_gt_atTop (0 : ℝ)] with D hD
      have p := (isLevel_iff hD).mp (he D hD).1
      have h : 12 * B - e D ≤ 60 * B ^ 2 / D :=
        (le_div_iff₀ hD).mpr (by nlinarith [sq_nonneg (15 * B - 2 * e D), sq_nonneg B])
      linarith
    · filter_upwards [eventually_gt_atTop (0 : ℝ)] with D hD
      exact (gap_bounds hB hD (he D hD)).2.1.le
```

## The Racah parameter from two band positions

Here `ν₁` and `ν₂` are the band energies measured from ³A₂. The hypotheses say that both positions come from the model with the same positive B and D; the theorem does not decide whether an arbitrary measured pair can be fitted in this way.

The proof first finds D = ν₁ from the two level energies. The bound e < 4D/5 then makes the denominator positive, and after multiplying through by it, the remaining identity is the secular equation.

```lean
/-- For `B, D > 0`, the Racah parameter `B` follows from the positions `ν₁` and `ν₂` of the
first two spin-allowed bands, and the denominator of the formula is positive. -/
theorem racahB_from_bands {B D ν₁ ν₂ : ℝ} (hB : 0 < B) (hD : 0 < D)
    (h₁ : ν₁ = energyT2 D - energyA2 D) (h₂ : IsBandGap B D (ν₂ - ν₁)) :
    0 < 27 * ν₁ - 15 * ν₂ ∧
      B = (ν₂ - ν₁) * (2 * ν₁ - ν₂) / (27 * ν₁ - 15 * ν₂) := by
  -- the first band measures the ligand splitting directly
  have hν : D = ν₁ := by
    rw [h₁]
    unfold energyT2 energyA2
    ring
  have p := (isLevel_iff hD).mp h₂.1
  obtain ⟨-, -, c⟩ := gap_bounds hB hD h₂
  have hpos : 0 < 27 * ν₁ - 15 * ν₂ := by linarith
  refine ⟨hpos, ?_⟩
  rw [eq_div_iff hpos.ne']
  rw [hν] at p
  linear_combination p

end

end OctahedralD8
```

```lean
#print axioms OctahedralD8.gap_saturates
-- 'OctahedralD8.gap_saturates' depends on axioms: [propext, Classical.choice, Quot.sound]
#print axioms OctahedralD8.racahB_from_bands
-- 'OctahedralD8.racahB_from_bands' depends on axioms: [propext, Classical.choice, Quot.sound]
```
